# The products A†A and AA† of a complex Clifford vector differ only in the sign of the commutator term

Take a finite family of finite complex matrices eⱼ that are Hermitian, square to the identity and anticommute in pairs, as the Pauli matrices do. For real vectors x and y, not assumed normalised, put X = Σ xⱼeⱼ, Y = Σ yⱼeⱼ and A = X + iY. The theorem `adjoint_products` states that A†A = (x·x + y·y)1 + i[X, Y] and AA† = (x·x + y·y)1 − i[X, Y]. The proof writes A† as X − iY, multiplies out both products, replaces X² and Y² by (x·x)1 and (y·y)1, and leaves the remaining linear algebra to `module`.

In Lean, a first try:

```lean
import Mathlib

open Matrix Complex
open scoped Matrix.Norms.L2Operator ComplexOrder

namespace ComplexCliffordVector

noncomputable section

variable {ι n : Type*} [Fintype ι] [Fintype n] [DecidableEq n]

/-- A family of Hermitian, pairwise anticommuting involutions. -/
structure IsCliffordFrame (e : ι → Matrix n n ℂ) : Prop where
  herm : ∀ j, (e j)ᴴ = e j
  sq : ∀ j, e j * e j = 1
  anti : ∀ j k, j ≠ k → e j * e k + e k * e j = 0

/-- The contraction of a complex vector with the matrices `e j`. -/
def slash (e : ι → Matrix n n ℂ) (z : ι → ℂ) : Matrix n n ℂ := ∑ j, z j • e j

/-- The contraction of a real vector with the matrices `e j`. -/
def realSlash (e : ι → Matrix n n ℂ) (x : ι → ℝ) : Matrix n n ℂ :=
  slash e (fun j => (x j : ℂ))

/-- The commutator of two real Clifford vectors, multiplied by `i`. -/
def bivector (e : ι → Matrix n n ℂ) (x y : ι → ℝ) : Matrix n n ℂ :=
  I • (realSlash e x * realSlash e y - realSlash e y * realSlash e x)

/-- The anticommutator of two Clifford vectors is twice their bilinear dot product. -/
theorem slash_anticommutator {e : ι → Matrix n n ℂ} (he : IsCliffordFrame e) (z w : ι → ℂ) :
    slash e z * slash e w + slash e w * slash e z = (2 * (z ⬝ᵥ w)) • 1 := by
  classical
  have key : ∀ j k, e j * e k + e k * e j = if j = k then (2 : ℂ) • 1 else 0 := by
    intro j k
    split_ifs with h
    · subst h
      rw [he.sq, two_smul]
    · exact he.anti j k h
  have h1 : slash e z * slash e w = ∑ j, ∑ k, (z j * w k) • (e j * e k) := by
    simp only [slash, Finset.sum_mul_sum, smul_mul_smul_comm]
  have h2 : slash e w * slash e z = ∑ j, ∑ k, (z j * w k) • (e k * e j) := by
    rw [Finset.sum_comm]
    simp only [slash, Finset.sum_mul_sum, smul_mul_smul_comm]
    refine Finset.sum_congr rfl fun k _ => Finset.sum_congr rfl fun j _ => ?_
    rw [mul_comm (w k)]
  rw [h1, h2]
  simp only [← Finset.sum_add_distrib, ← smul_add, key]
  -- only the diagonal terms survive
  simp only [smul_ite, smul_zero, Finset.sum_ite_eq, Finset.mem_univ, if_true]
  rw [dotProduct, Finset.mul_sum, Finset.sum_smul]
  refine Finset.sum_congr rfl fun j _ => ?_
  rw [smul_smul]
  congr 1
  ring

lemma realSlash_anticommutator {e : ι → Matrix n n ℂ} (he : IsCliffordFrame e) (x y : ι → ℝ) :
    realSlash e x * realSlash e y + realSlash e y * realSlash e x
      = (2 * ((x ⬝ᵥ y : ℝ) : ℂ)) • 1 := by
  have h : ((x ⬝ᵥ y : ℝ) : ℂ) = (fun j => (x j : ℂ)) ⬝ᵥ (fun j => (y j : ℂ)) := by
    simp [dotProduct]
  rw [h]
  exact slash_anticommutator he _ _

lemma realSlash_sq {e : ι → Matrix n n ℂ} (he : IsCliffordFrame e) (x : ι → ℝ) :
    realSlash e x * realSlash e x = ((x ⬝ᵥ x : ℝ) : ℂ) • 1 := by
  have h := realSlash_anticommutator he x x
  linear_combination (norm := module) (1 / 2 : ℂ) • h

lemma realSlash_herm {e : ι → Matrix n n ℂ} (he : IsCliffordFrame e) (x : ι → ℝ) :
    (realSlash e x)ᴴ = realSlash e x := by
  simp [realSlash, slash, conjTranspose_sum, conjTranspose_smul, he.herm]

omit [Fintype n] [DecidableEq n] in
lemma slash_split (e : ι → Matrix n n ℂ) (x y : ι → ℝ) :
    slash e (fun j => x j + I * y j) = realSlash e x + I • realSlash e y := by
  simp only [realSlash, slash, add_smul, mul_smul, Finset.sum_add_distrib, Finset.smul_sum]

/-- The two products of a complex Clifford vector with its adjoint are
`x·x + y·y` plus and minus the bivector. -/
theorem adjoint_products {e : ι → Matrix n n ℂ} (he : IsCliffordFrame e) (x y : ι → ℝ) :
    let A := slash e (fun j => x j + I * y j)
    Aᴴ * A = ((x ⬝ᵥ x + y ⬝ᵥ y : ℝ) : ℂ) • 1 + bivector e x y ∧
    A * Aᴴ = ((x ⬝ᵥ x + y ⬝ᵥ y : ℝ) : ℂ) • 1 - bivector e x y := by
  intro A
  have hI : star I = -I := Complex.conj_I
  have hA : A = realSlash e x + I • realSlash e y := slash_split e x y
  have hs : Aᴴ = realSlash e x - I • realSlash e y := by
    rw [hA, conjTranspose_add, conjTranspose_smul, realSlash_herm he, realSlash_herm he, hI]
    module
  rw [hs, hA, bivector]
  push_cast
  constructor <;>
  · simp only [sub_mul, mul_sub, add_mul, mul_add, smul_mul_assoc, mul_smul_comm, smul_smul,
      I_mul_I, realSlash_sq he]
    module

end

end ComplexCliffordVector
```

Compiling this gives:

```
Main.lean:95:4: error: ring failed, ring expressions not equal
ι : Type u_1
n : Type u_2
inst✝² : Fintype ι
inst✝¹ : Fintype n
inst✝ : DecidableEq n
e : ι → Matrix n n ℂ
he : IsCliffordFrame e
x y : ι → ℝ
A : Matrix n n ℂ := ⋯
hI : star I = -I
hA : A = realSlash e x + I • realSlash e y
hs : Aᴴ = realSlash e x - I • realSlash e y
⊢ ↑(x ⬝ᵥ x) - I ^ 2 * ↑(y ⬝ᵥ y) = ↑(x ⬝ᵥ x) + ↑(y ⬝ᵥ y)
Main.lean:95:4: error: ring failed, ring expressions not equal
ι : Type u_1
n : Type u_2
inst✝² : Fintype ι
inst✝¹ : Fintype n
inst✝ : DecidableEq n
e : ι → Matrix n n ℂ
he : IsCliffordFrame e
x y : ι → ℝ
A : Matrix n n ℂ := ⋯
hI : star I = -I
hA : A = realSlash e x + I • realSlash e y
hs : Aᴴ = realSlash e x - I • realSlash e y
⊢ ↑(x ⬝ᵥ x) - I ^ 2 * ↑(y ⬝ᵥ y) = ↑(x ⬝ᵥ x) + ↑(y ⬝ᵥ y)
Main.lean:94:6: warning: This simp argument is unused:
  I_mul_I

Hint: Omit it from the simp argument list.
  [apply] simp only [sub_mul, mul_sub, add_mul, mul_add, smul_mul_assoc, mul_smul_comm, smul_smul, realSlash_sq he]

Note: This linter can be disabled with `set_option linter.unusedSimpArgs false`
```

As a diff, the version that Lean accepts:

```diff
@@ -88,9 +88,11 @@
     rw [hA, conjTranspose_add, conjTranspose_smul, realSlash_herm he, realSlash_herm he, hI]
     module
+  have hII : ∀ M : Matrix n n ℂ, I • I • M = -M := fun M => by
+    rw [smul_smul, I_mul_I, neg_one_smul]
   rw [hs, hA, bivector]
   push_cast
   constructor <;>
-  · simp only [sub_mul, mul_sub, add_mul, mul_add, smul_mul_assoc, mul_smul_comm, smul_smul,
-      I_mul_I, realSlash_sq he]
+  · simp only [sub_mul, mul_sub, add_mul, mul_add, smul_mul_assoc, mul_smul_comm, smul_add,
+      smul_sub, hII, realSlash_sq he]
     module
 
```

Cause. The two errors are the same one, met once in each half of the conjunction. `module` reduces the matrix identity to equations between scalar coefficients and tries to prove them with `ring`. The equation left over needs `I ^ 2 = -1`, which `ring` doesn't know, since it treats `I` as an arbitrary scalar.

`I_mul_I` was meant to supply this fact beforehand, but the warning says that it was never used. It needs the product `I * I` to appear as such. With `smul_smul` in the simp set, the inner `I` can first merge with the dot product `c` from `realSlash_sq`, which gives `I * (I * c)`. An `I` taken outside a sum that is not then distributed is also kept apart from the other one.

The repair proves `hII`, which says that `I • I • M = -M` for every matrix `M`. Dropping `smul_smul` from the `simp only` call keeps the scalar actions nested, as `hII` needs them, and `smul_add` and `smul_sub` carry an outer `I` into sums and differences. The square of `I` is then gone before `module` runs.
